# The factor (−i)^l and the reality of nonlocal projections at the Γ point

To apply a separable nonlocal pseudopotential to an orbital, a plane-wave program commonly forms, for each atom and each angular-momentum channel, the projection of the orbital's coefficients on a projector tabulated in reciprocal space. In a Γ-point calculation with real orbitals these projections can be stored as real numbers, provided that the set of wave vectors is closed under negation and each projector is built from a real radial function and a real spherical harmonic and carries the factor (−i)^l. The result below establishes this for finite sums and says what changes when the factor is left out.

## Projections on a set symmetric under G → −G

Let S be a finite set of real wave vectors G, let c(G) be the complex coefficients of an orbital ψ(r) = Σ c(G) exp(iG·r), and let τ be the position of an atom. For an integer l ≥ 0 and a real function f, define the bare and the full projector

u(G) = f(G) exp(−iG·τ),
v(G) = (−i)^l u(G).

For any complex function β the projection of c on β is

⟨β|c⟩ = Σ_{G∈S} conj(β(G)) c(G),

and we write b = ⟨u|c⟩ and p = ⟨v|c⟩. Three conditions are assumed. First, −G lies in S whenever G does, as for a spherical cutoff centred at the origin. Second, c(−G) = conj c(G) on S, which expresses that ψ(r) is real. Third, f(−G) = (−1)^l f(G) on S. This stands for the parity of a radial function of |G| times a real spherical harmonic of degree l, which is the form f takes when v is the Fourier transform of a real atomic projector centred at τ.

The claim is that p is real, that b is real for even l, and that b has zero real part for odd l.

Suppose β(−G) = ε conj β(G) on S for some complex constant ε. Since G → −G permutes S, the sum can be relabelled and the symmetries inserted:

⟨β|c⟩ = Σ conj(β(−G)) c(−G) = Σ conj(ε) β(G) conj(c(G)) = conj(ε) · conj⟨β|c⟩.

For the bare projector, f and G·τ are real, so

u(−G) = (−1)^l f(G) exp(+iG·τ) = (−1)^l conj u(G),

and ε = (−1)^l. For the full projector, (−i)^l (−1)^l = i^l = conj((−i)^l), so

v(−G) = i^l conj u(G) = conj v(G),

and ε = 1. Hence p = conj p, and p is real. For even l, b = conj b in the same way. For odd l, b = −conj b, whose real part reads Re b = −Re b, so Re b = 0.

## What dropping the factor does to products

None of the three conditions is needed for the next step. Because conj v(G) = i^l conj u(G), one has p = i^l b, and multiplying by (−i)^l gives

b = (−i)^l p.

Take a second channel with l′, f′, τ′ and a second orbital c′ on the same S, with projections b′ and p′. Using −i = 1/i,

conj(b) b′ = i^l (−i)^l′ conj(p) p′ = i^(l−l′) conj(p) p′.

Now let a and a′ run over a finite list of channels with angular momenta l_a, and let D be a complex coupling matrix. Write p_a for the projection of c on channel a and p′_a′ for that of c′ on channel a′. The nonlocal matrix element between the two orbitals is

Σ_{a,a′} D_{aa′} conj(p_a) p′_a′.

If D_{aa′} = 0 whenever l_a ≠ l_a′, every surviving term has the factor i^0 = 1, and the element is the same with bare projections. This condition stands for a coupling fixed by isolated spherical atoms, as in a norm-conserving pseudopotential, which does not mix angular momenta. In ultrasoft and projector augmented-wave schemes the coefficients are screened by the non-spherical potential of the molecule or solid and can couple different l, so the condition need not hold there. Where the condition does hold, leaving (−i)^l out of every projector does not change the nonlocal matrix elements, as long as the projections are kept as complex numbers. For real orbitals at Γ, a real array holding only Re b would record zero for every odd-l channel.

## Wave vectors, projectors and the projection sum

```lean
import Mathlib

open Complex ComplexConjugate Matrix

namespace GammaPointProjector

noncomputable section

variable {ι : Type*} [Fintype ι]
```

A wave vector is a function `ι → ℝ`, one real component per element of the finite index type `ι`. The dimension is arbitrary; three dimensions correspond to an `ι` with three elements.

```lean
/-- Structure-factor phase `exp(-i G·τ)` of an atom at position `τ`. -/
def phase (τ G : ι → ℝ) : ℂ := Complex.exp (-I * ((G ⬝ᵥ τ : ℝ) : ℂ))
```

The dot product `G ⬝ᵥ τ` is formed in the reals and then cast, so the exponent is imaginary. The sign fixes the convention that goes with ψ(r) = Σ c(G) exp(+iG·r).

```lean
/-- Reciprocal-space projector without the angular-momentum phase: `f(G) exp(-i G·τ)`
with real `f`. -/
def bare (f : (ι → ℝ) → ℝ) (τ G : ι → ℝ) : ℂ := (f G : ℂ) * phase τ G

/-- Reciprocal-space projector of angular momentum `l`: `(-i)^l f(G) exp(-i G·τ)`. -/
def projector (l : ℕ) (f : (ι → ℝ) → ℝ) (τ G : ι → ℝ) : ℂ := (-I) ^ l * bare f τ G
```

`bare f τ` is u and `projector l f τ` is v. The type of `f` makes it real-valued; real prefactors from the cell volume or the transform are absorbed in it.

```lean
/-- Projection of plane-wave coefficients `c` on `β`: the sum of `conj(β(G)) c(G)` over `S`. -/
def overlap (S : Finset (ι → ℝ)) (β c : (ι → ℝ) → ℂ) : ℂ := ∑ G ∈ S, conj (β G) * c G
```

`overlap S β c` is ⟨β|c⟩, conjugate-linear in the projector. The sum runs over all of `S`, not over half of it.

```lean
/-- The set of wave vectors `{1, -1}` in one dimension. -/
def pairShell : Finset (Fin 1 → ℝ) := {fun _ => 1, fun _ => -1}
```

`pairShell` is the set {1, −1} on a line, used in the example at the end.

These definitions contain no lattice, no radial integral and no spherical harmonics. `S` is any finite set, and the parity of `f` and the symmetry of `c` enter as hypotheses on the points of `S`, not as consequences of a Fourier transform or of a real Hamiltonian. Spinor orbitals and projectors built from complex spherical harmonics are not described. The set may be empty, in which case every projection is zero, or equal to {0}; in the latter case the parity condition for odd l forces f(0) = 0, and the projection is again zero, which has both real and imaginary part zero.

## Relabelling and the sign ε

```lean
omit [Fintype ι] in
/-- A sum over a set of wave vectors closed under negation is unchanged by `G ↦ -G`. -/
theorem sum_neg {S : Finset (ι → ℝ)} (hS : ∀ G ∈ S, -G ∈ S) (g : (ι → ℝ) → ℂ) :
    ∑ G ∈ S, g (-G) = ∑ G ∈ S, g G := by
  refine Finset.sum_equiv (Equiv.neg _) (fun G => ⟨hS G, fun h => ?_⟩) (fun G _ => rfl)
  have h2 := hS _ h
  simpa using h2
```

This is the relabelling. `Finset.sum_equiv` with the bijection `Equiv.neg` needs G in S exactly when −G is in S. One direction is `hS`; the other applies `hS` to −G and uses −(−G) = G.

```lean
omit [Fintype ι] in
/-- If `c(-G) = conj c(G)` and `β(-G) = ε conj β(G)` on a symmetric set, the projection equals
`conj ε` times its own complex conjugate. -/
theorem overlap_eq_conj {S : Finset (ι → ℝ)} (hS : ∀ G ∈ S, -G ∈ S) {β c : (ι → ℝ) → ℂ}
    {ε : ℂ} (hβ : ∀ G ∈ S, β (-G) = ε * conj (β G)) (hc : ∀ G ∈ S, c (-G) = conj (c G)) :
    overlap S β c = conj ε * conj (overlap S β c) := by
  unfold overlap
  rw [map_sum, Finset.mul_sum]
  -- relabel G ↦ -G and use the symmetries term by term
  refine (sum_neg hS (fun G => conj (β G) * c G)).symm.trans ?_
  refine Finset.sum_congr rfl (fun G hG => ?_)
  simp only [hβ G hG, hc G hG, map_mul, Complex.conj_conj]
  ring
```

The conclusion is ⟨β|c⟩ = conj(ε) · conj⟨β|c⟩. `map_sum` and `Finset.mul_sum` move the conjugation and the constant inside the sum on the right, `sum_neg` replaces G by −G on the left, and the terms are matched after inserting `hβ` and `hc`.

```lean
/-- If `f(-G) = (-1)^l f(G)`, the bare projector at `-G` is `(-1)^l` times the conjugate of
its value at `G`. -/
theorem bare_neg {l : ℕ} {f : (ι → ℝ) → ℝ} (τ : ι → ℝ) {G : ι → ℝ}
    (hf : f (-G) = (-1) ^ l * f G) :
    bare f τ (-G) = (-1) ^ l * conj (bare f τ G) := by
  have hp : phase τ (-G) = conj (phase τ G) := by
    unfold phase
    rw [← Complex.exp_conj]
    congr 1
    simp [neg_dotProduct]
  simp only [bare, hf, hp, map_mul, Complex.conj_ofReal]
  push_cast
  ring
```

The inner statement `hp` says that the phase at −G is the conjugate of the phase at G. With the parity `hf` at the single point G, this yields ε = (−1)^l.

```lean
/-- If `f(-G) = (-1)^l f(G)`, the projector with `(-i)^l` at `-G` is the conjugate of its
value at `G`. -/
theorem projector_neg {l : ℕ} {f : (ι → ℝ) → ℝ} (τ : ι → ℝ) {G : ι → ℝ}
    (hf : f (-G) = (-1) ^ l * f G) :
    projector l f τ (-G) = conj (projector l f τ G) := by
  -- the parity sign turns (-i)^l into its conjugate i^l
  have h : (-I) ^ l * (-1) ^ l = I ^ l := by
    rw [← mul_pow]
    congr 1
    ring
  simp only [projector, bare_neg τ hf, map_mul, map_pow, map_neg, Complex.conj_I, neg_neg]
  linear_combination (conj (bare f τ G)) * h
```

Here `h` is the identity (−i)^l (−1)^l = i^l, and `linear_combination` multiplies it by conj u(G), as in the line for v(−G) above.

## Real and imaginary projections at Γ

```lean
/-- On a symmetric set with `c(-G) = conj c(G)` and `f(-G) = (-1)^l f(G)`, the projection on
`(-i)^l f(G) exp(-i G·τ)` is real. -/
theorem projection_real {S : Finset (ι → ℝ)} (hS : ∀ G ∈ S, -G ∈ S) {l : ℕ}
    {f : (ι → ℝ) → ℝ} (τ : ι → ℝ) {c : (ι → ℝ) → ℂ}
    (hf : ∀ G ∈ S, f (-G) = (-1) ^ l * f G) (hc : ∀ G ∈ S, c (-G) = conj (c G)) :
    (overlap S (projector l f τ) c).im = 0 := by
  have h := overlap_eq_conj hS (β := projector l f τ) (ε := 1)
    (fun G hG => by rw [one_mul]; exact projector_neg τ (hf G hG)) hc
  rw [map_one, one_mul] at h
  exact Complex.conj_eq_iff_im.mp h.symm
```

In words: for every finite S closed under negation (`hS`), every l and τ, every real f of parity (−1)^l on S (`hf`) and every c with c(−G) = conj c(G) on S (`hc`), the imaginary part of p vanishes. The proof sets `ε := 1` in `overlap_eq_conj` and converts p = conj p with `Complex.conj_eq_iff_im`.

```lean
/-- Under the same symmetries the projection without `(-i)^l` is real for even `l` and purely
imaginary for odd `l`. -/
theorem bare_projection_parity {S : Finset (ι → ℝ)} (hS : ∀ G ∈ S, -G ∈ S) {l : ℕ}
    {f : (ι → ℝ) → ℝ} (τ : ι → ℝ) {c : (ι → ℝ) → ℂ}
    (hf : ∀ G ∈ S, f (-G) = (-1) ^ l * f G) (hc : ∀ G ∈ S, c (-G) = conj (c G)) :
    (Even l → (overlap S (bare f τ) c).im = 0) ∧ (Odd l → (overlap S (bare f τ) c).re = 0) := by
  have h := overlap_eq_conj hS (β := bare f τ) (ε := (-1) ^ l)
    (fun G hG => bare_neg τ (hf G hG)) hc
  constructor
  · intro hl
    have he : (-1 : ℂ) ^ l = 1 := hl.neg_one_pow
    rw [he, map_one, one_mul] at h
    exact Complex.conj_eq_iff_im.mp h.symm
  · intro hl
    have he : (-1 : ℂ) ^ l = -1 := hl.neg_one_pow
    rw [he] at h
    have h2 := congrArg Complex.re h
    simp only [map_neg, map_one, neg_mul, one_mul, Complex.neg_re, Complex.conj_re] at h2
    linarith
```

Under the same hypotheses, even l gives Im b = 0 and odd l gives Re b = 0. Purely imaginary means only the latter; b may be zero. The odd branch takes the real part of b = −conj b, and `linarith` solves Re b = −Re b.

## The factor i^(l−l′) and the nonlocal matrix element

```lean
/-- For any set of wave vectors and any coefficients, the projection without the factor
`(-i)^l` equals `(-i)^l` times the projection with it. -/
theorem bare_eq_projection (l : ℕ) (S : Finset (ι → ℝ)) (f : (ι → ℝ) → ℝ) (τ : ι → ℝ)
    (c : (ι → ℝ) → ℂ) :
    overlap S (bare f τ) c = (-I) ^ l * overlap S (projector l f τ) c := by
  have h : (-I) ^ l * I ^ l = 1 := by
    rw [← mul_pow]
    simp
  unfold overlap
  rw [Finset.mul_sum]
  refine Finset.sum_congr rfl (fun G _ => ?_)
  simp only [projector, map_mul, map_pow, map_neg, Complex.conj_I, neg_neg]
  linear_combination (-(conj (bare f τ G) * c G)) * h
```

The statement b = (−i)^l p has no hypotheses. It is proved term by term from (−i)^l i^l = 1.

```lean
/-- Dropping the factors `(-i)^l` and `(-i)^l'` multiplies the product `conj(p_l) p_l'` of two
projections by `i^(l - l')`. -/
theorem product_factor (l l' : ℕ) (S : Finset (ι → ℝ)) (f f' : (ι → ℝ) → ℝ) (τ τ' : ι → ℝ)
    (c c' : (ι → ℝ) → ℂ) :
    conj (overlap S (bare f τ) c) * overlap S (bare f' τ') c' =
      I ^ ((l : ℤ) - (l' : ℤ)) *
        (conj (overlap S (projector l f τ) c) * overlap S (projector l' f' τ') c') := by
  have h : I ^ ((l : ℤ) - (l' : ℤ)) = I ^ l * (-I) ^ l' := by
    rw [zpow_sub₀ Complex.I_ne_zero, zpow_natCast, zpow_natCast, div_eq_mul_inv, ← inv_pow,
      Complex.inv_I]
  rw [h, bare_eq_projection l S f τ c, bare_eq_projection l' S f' τ' c']
  simp only [map_mul, map_pow, map_neg, Complex.conj_I, neg_neg]
  ring
```

The exponent is the integer `(l : ℤ) - (l' : ℤ)`; subtraction of natural numbers would truncate to zero for l < l′. The auxiliary `h` splits the power with `zpow_sub₀` and uses `Complex.inv_I` for 1/i = −i. Substituting `bare_eq_projection` twice completes the computation. Since S is unrestricted, the vectors may equally be read as k + G away from Γ.

```lean
/-- If the coupling matrix `D` vanishes between channels of different `l`, the nonlocal matrix
element `∑ D_ab conj(p_a) p_b` is the same with and without the factors `(-i)^l`. -/
theorem nonlocal_element_invariant {A : Type*} [Fintype A] (S : Finset (ι → ℝ)) (l : A → ℕ)
    (f : A → (ι → ℝ) → ℝ) (τ : A → ι → ℝ) (D : A → A → ℂ) (hD : ∀ a b, l a ≠ l b → D a b = 0)
    (c c' : (ι → ℝ) → ℂ) :
    ∑ a, ∑ b, D a b * (conj (overlap S (bare (f a) (τ a)) c) * overlap S (bare (f b) (τ b)) c') =
      ∑ a, ∑ b, D a b * (conj (overlap S (projector (l a) (f a) (τ a)) c) *
        overlap S (projector (l b) (f b) (τ b)) c') := by
  refine Finset.sum_congr rfl (fun a _ => Finset.sum_congr rfl (fun b _ => ?_))
  by_cases h : l a = l b
  · rw [product_factor (l a) (l b), h, sub_self, zpow_zero, one_mul]
  · rw [hD a b h, zero_mul, zero_mul]
```

The type `A` lists the channels, and its elements `a` and `b` are a and a′ above. Each channel has its own `l a`, `f a` and `τ a`. The only hypothesis is `hD`; D need not be Hermitian, and it may couple different atoms. For each pair, either `l a = l b` and `product_factor` supplies i^0 = 1, or D vanishes and both sides are zero. When D does couple different l, `product_factor` gives the phase that each term acquires.

## A sine wave on two plane waves

In one dimension take S = {1, −1}, l = 1, f(G) = G, c(G) = −iG and τ = 0, so that ψ(x) = 2 sin x at position x. There is no angular momentum on a line; l = 1 here only fixes the odd parity of f and the factor −i. Then v(G) = −iG = c(G), and

p = |c(1)|² + |c(−1)|² = 2,
b = (1)(−i) + (−1)(i) = −2i.

Both f and c have squared norm 2 on S. Dividing each by √2 gives p = 1 and b = −i. In Lean the single component is `G 0`. The first three clauses are the conditions `hS`, `hf` and `hc` for this choice, and the last two are the unnormalised values, obtained by expanding the two-term sum with `Finset.sum_pair`. The example shows a bare projection that is nonzero and imaginary, in agreement with b = (−i) p.

```lean
/-- On `{1, -1}` with `l = 1`, `f(G) = G`, `c(G) = -iG` and `τ = 0` all symmetry conditions
hold; the projection is `2` with the factor `-i` and `-2i` without it. -/
theorem projection_witness :
    (∀ G ∈ pairShell, -G ∈ pairShell) ∧
    (∀ G ∈ pairShell, (-G) 0 = (-1) ^ 1 * G 0) ∧
    (∀ G ∈ pairShell, -I * (((-G) 0 : ℝ) : ℂ) = conj (-I * ((G 0 : ℝ) : ℂ))) ∧
    overlap pairShell (projector 1 (fun G => G 0) 0) (fun G => -I * ((G 0 : ℝ) : ℂ)) = 2 ∧
    overlap pairShell (bare (fun G => G 0) 0) (fun G => -I * ((G 0 : ℝ) : ℂ)) = -2 * I := by
  have hne : (fun _ : Fin 1 => (1 : ℝ)) ≠ fun _ => -1 := by
    intro h
    have h0 := congrFun h 0
    norm_num at h0
  refine ⟨?_, ?_, ?_, ?_, ?_⟩
  · intro G hG
    simp only [pairShell, Finset.mem_insert, Finset.mem_singleton] at hG ⊢
    rcases hG with rfl | rfl
    · right
      funext i
      simp
    · left
      funext i
      simp
  · intro G _
    simp
  · intro G _
    simp
  · rw [overlap, pairShell, Finset.sum_pair hne]
    simp [projector, bare, phase, Complex.ext_iff]
    norm_num
  · rw [overlap, pairShell, Finset.sum_pair hne]
    simp [bare, phase, Complex.ext_iff]
    norm_num

end

end GammaPointProjector
```

```lean
#print axioms GammaPointProjector.projection_real
-- 'GammaPointProjector.projection_real' depends on axioms: [propext, Classical.choice, Quot.sound]
#print axioms GammaPointProjector.bare_projection_parity
-- 'GammaPointProjector.bare_projection_parity' depends on axioms: [propext, Classical.choice, Quot.sound]
#print axioms GammaPointProjector.nonlocal_element_invariant
-- 'GammaPointProjector.nonlocal_element_invariant' depends on axioms: [propext, Classical.choice, Quot.sound]
```

## Overlaps and kinetic energy between real orbitals

The relabelling argument applies to more than projectors. If c and c′ both satisfy the Γ-point condition on S, then β = c has ε = 1, and the overlap Σ conj(c(G)) c′(G) equals its own conjugate. The choice β(G) = w(G) c(G), with w real and even, also has ε = 1; w(G) = |G|²/2 gives a real kinetic-energy matrix element in atomic units. These two cases are read off from `overlap_eq_conj` and are not stated as theorems in the file.
